# Moments up to degree L of finitely many point charges are origin independent when all moments below degree L vanish

Point charges $q_i$ sit at fixed positions $x_i\in\mathbb R^n$, with $i$ running over a finite set. A program computes their multipole moments relative to an origin that it chooses, and the question is which moments depend on that choice. For a real polynomial $f$ in $n$ coordinates, the moment about the origin $c$ is

$$M_c[q](f)=\sum_i q_i\,f(x_i-c).$$

The polynomial selects the component: $f=1$ gives the total charge, $f=X_j$ a dipole component, and $f=X_jX_k$ a Cartesian second moment. No numerical prefactors are included and no traces are removed. The letter $L$ stands for a polynomial degree, not for an angular momentum.

## Origin independence up to degree L

Suppose that, about one origin $a$, $M_a[q](f)=0$ for every $f$ of total degree below $L$. Then for every other origin $c$

$$M_c[q](f)=M_a[q](f)\qquad\text{whenever }\deg f\le L .$$

Consequently, the vanishing of all moments below degree $L$ is itself independent of the origin. For $n>0$ the converse also holds: if all moments of degree at most $L$ are origin independent, then all moments of degree below $L$ vanish.

The smallest case, $L=0$, has no condition to satisfy and says that the total charge does not depend on the origin. For $L=1$ the condition is neutrality, and the conclusion concerns the dipole.

## Dipoles and quadrupoles printed without an origin

An electronic-structure program that reports the dipole of a neutral molecule without naming an origin relies on the case $L=1$, which is established here for finite sums of point charges. Reporting the full set of second moments in the same way needs the condition for $L=2$: zero total charge and zero dipole. A single component can need less: in a neutral molecule with its dipole along $z$, the $xx$ second moment does not depend on the origin. For an ion, the origin belongs with the reported dipole.

The sums may run over nuclei, fitted atomic charges or the points of an integration grid, where $q_i$ is a quadrature weight times the charge density. If the grid leaves a residual total charge $Q$, moving the origin from $a$ to $c$ changes dipole component $j$ by $(a_j-c_j)Q$.

## Derivation by absorbing a coordinate into the charges

Define reweighted charges $q^{(j)}_i=q_i\,(x_{ij}-a_j)$, where $x_{ij}$ is coordinate $j$ of $x_i$. Since $x_{ij}-c_j=(x_{ij}-a_j)+(a_j-c_j)$,

$$M_c[q](fX_j)=M_c[q^{(j)}](f)+(a_j-c_j)\,M_c[q](f).\tag{1}$$

For $c=a$ the last term is absent.

**Monomials.** Let $X^s$ be the monomial with exponents $s$ and degree $|s|$. The claim for $|s|\le L$ follows by induction on $L$, for all sets of charges at once. At $L=0$ the monomial is $1$, and its moment is the total charge about any origin.

For the step, let all moments of $q$ below degree $L+1$ vanish about $a$, and let $|s|\le L+1$. The case $s=0$ is again the total charge. Otherwise $X^s=X^tX_j$ with $|t|\le L$. If $\deg f<L$, then $\deg(fX_j)<L+1$, so (1) at $c=a$ gives

$$M_a[q^{(j)}](f)=M_a[q](fX_j)=0.$$

The reweighted charges therefore satisfy the condition at level $L$, and so do the original ones. Applying the induction hypothesis to both terms of (1) gives

$$M_c[q](X^tX_j)=M_a[q^{(j)}](X^t)+(a_j-c_j)\,M_a[q](X^t).$$

The last moment is zero because $|t|<L+1$. The first term equals $M_a[q](X^tX_j)$ by (1) at $c=a$.

**Polynomials.** The moment is linear in $f$, and every monomial in $f$ has degree at most $\deg f\le L$. Summing over monomials gives the result. If $\deg f<L$, the common value is zero, so vanishing carries over from $a$ to $c$, and likewise from $c$ to $a$.

**Converse.** Let $e_j$ be the unit vector along coordinate $j$. The chain rule gives

$$\frac{d}{dt}M_{a+te_j}[q](F)=-M_{a+te_j}[q](\partial_jF).$$

For $|s|<L$ take $F=X^sX_j/(s_j+1)$. Then $\deg F\le L$ and $\partial_jF=X^s$. By assumption the left side is zero, so $M_a[q](X^s)=0$ at $t=0$. Linearity extends this to every polynomial of degree below $L$.

## Lean source

```lean
import Mathlib

open MvPolynomial

namespace MultipoleOrigin

noncomputable section

variable {ι : Type*} [Fintype ι] {n : ℕ}

/-- The moment of the charges `q i` at the points `x i`, taken about the origin `c`, for the
polynomial `f` in the coordinates. -/
def moment (q : ι → ℝ) (x : ι → Fin n → ℝ) (c : Fin n → ℝ) (f : MvPolynomial (Fin n) ℝ) : ℝ :=
  ∑ i, q i * eval (x i - c) f

/-- All moments of polynomial degree below `L`, taken about the origin `c`, are zero. -/
def VanishBelow (q : ι → ℝ) (x : ι → Fin n → ℝ) (c : Fin n → ℝ) (L : ℕ) : Prop :=
  ∀ f : MvPolynomial (Fin n) ℝ, f.totalDegree < L → moment q x c f = 0

/-- A coordinate factor in a moment about `c` can be absorbed into the charges, measured from
another origin `a`, up to a term proportional to the displacement of the origin. -/
theorem moment_mul_X (q : ι → ℝ) (x : ι → Fin n → ℝ) (a c : Fin n → ℝ)
    (f : MvPolynomial (Fin n) ℝ) (j : Fin n) :
    moment q x c (f * X j) =
      moment (fun i => q i * (x i j - a j)) x c f + (a j - c j) * moment q x c f := by
  simp only [moment, Finset.mul_sum, ← Finset.sum_add_distrib, map_mul, eval_X, Pi.sub_apply]
  exact Finset.sum_congr rfl fun i _ => by ring

/-- Every moment is the combination of monomial moments given by the coefficients of its
polynomial. -/
theorem moment_eq_sum (q : ι → ℝ) (x : ι → Fin n → ℝ) (c : Fin n → ℝ)
    (f : MvPolynomial (Fin n) ℝ) :
    moment q x c f = ∑ s ∈ f.support, coeff s f * moment q x c (monomial s 1) := by
  have hev : ∀ y : Fin n → ℝ,
      eval y f = ∑ s ∈ f.support, coeff s f * eval y (monomial s 1) := by
    intro y
    rw [eval_eq]
    simp only [eval_monomial, one_mul, Finsupp.prod]
  calc moment q x c f
      = ∑ i, ∑ s ∈ f.support, coeff s f * (q i * eval (x i - c) (monomial s 1)) := by
        unfold moment
        refine Finset.sum_congr rfl fun i _ => ?_
        rw [hev (x i - c), Finset.mul_sum]
        exact Finset.sum_congr rfl fun s _ => by ring
    _ = _ := by
        rw [Finset.sum_comm]
        simp only [moment, Finset.mul_sum]

/-- If all moments of degree below `L` vanish about `a`, a monomial moment of degree at most `L`
has the same value about `c` as about `a`. -/
theorem moment_monomial_shift (x : ι → Fin n → ℝ) (a c : Fin n → ℝ) (L : ℕ) :
    ∀ q : ι → ℝ, VanishBelow q x a L → ∀ s : Fin n →₀ ℕ, (s.sum fun _ e => e) ≤ L →
      moment q x c (monomial s 1) = moment q x a (monomial s 1) := by
  induction L with
  | zero =>
    intro q _ s hs
    have h0 : s = 0 := by
      ext j
      by_contra hj
      have hmem : j ∈ s.support := Finsupp.mem_support_iff.mpr hj
      have hle : s j ≤ s.sum fun _ e => e :=
        Finset.single_le_sum (f := fun k => s k) (fun _ _ => Nat.zero_le _) hmem
      exact hj (Nat.le_zero.mp (hle.trans hs))
    subst h0
    simp [moment]
  | succ L ih =>
    intro q hq s hs
    rcases eq_or_ne s 0 with h0 | h0
    · subst h0
      simp [moment]
    · obtain ⟨j, hj⟩ := Finsupp.ne_iff.mp h0
      have hj1 : 1 ≤ s j := Nat.one_le_iff_ne_zero.mpr hj
      -- split one coordinate factor off the monomial
      obtain ⟨t, rfl⟩ : ∃ t : Fin n →₀ ℕ, s = t + Finsupp.single j 1 :=
        ⟨s - Finsupp.single j 1, (tsub_add_cancel_of_le (Finsupp.single_le_iff.mpr hj1)).symm⟩
      rw [Finsupp.sum_add_index' (fun _ => rfl) (fun _ _ _ => rfl),
        Finsupp.sum_single_index rfl] at hs
      have ht : (t.sum fun _ e => e) ≤ L := by omega
      have hm : (monomial (t + Finsupp.single j 1) (1 : ℝ)) = monomial t 1 * X j := by
        simp [X, monomial_mul]
      -- the reweighted charges have vanishing moments one order lower
      have hq' : VanishBelow (fun i => q i * (x i j - a j)) x a L := by
        intro f hf
        have h1 := moment_mul_X q x a a f j
        have hd := totalDegree_mul f (X j)
        rw [totalDegree_X] at hd
        rw [hq (f * X j) (by omega), sub_self, zero_mul, add_zero] at h1
        exact h1.symm
      have hlow : moment q x a (monomial t 1) = 0 := by
        apply hq
        rw [totalDegree_monomial t one_ne_zero]
        exact Nat.lt_succ_of_le ht
      have hqL : VanishBelow q x a L := fun f hf => hq f (Nat.lt_succ_of_lt hf)
      rw [hm, moment_mul_X q x a c, moment_mul_X q x a a, ih _ hq' t ht, ih q hqL t ht, hlow]
      ring

/-- If all moments of degree below `L` vanish about one origin `a`, every moment of degree at
most `L` has the same value about any other origin `c`. -/
theorem moment_origin_independent {q : ι → ℝ} {x : ι → Fin n → ℝ} {a : Fin n → ℝ} {L : ℕ}
    (h : VanishBelow q x a L) (c : Fin n → ℝ) (f : MvPolynomial (Fin n) ℝ)
    (hf : f.totalDegree ≤ L) : moment q x c f = moment q x a f := by
  rw [moment_eq_sum q x c, moment_eq_sum q x a]
  refine Finset.sum_congr rfl fun s hs => ?_
  rw [moment_monomial_shift x a c L q h s ((le_totalDegree hs).trans hf)]

/-- All moments of degree below `L` vanish about one origin exactly when they vanish about any
other. -/
theorem vanishBelow_iff (q : ι → ℝ) (x : ι → Fin n → ℝ) (a c : Fin n → ℝ) (L : ℕ) :
    VanishBelow q x a L ↔ VanishBelow q x c L :=
  ⟨fun h f hf => (moment_origin_independent h c f hf.le).trans (h f hf),
    fun h f hf => (moment_origin_independent h a f hf.le).trans (h f hf)⟩

/-- Along a displacement of the origin in direction `j`, the value of a polynomial at a fixed
point changes at the rate of minus its partial derivative. -/
theorem hasDerivAt_eval (y a : Fin n → ℝ) (j : Fin n) (f : MvPolynomial (Fin n) ℝ) (t : ℝ) :
    HasDerivAt (fun t : ℝ => eval (y - (a + t • Pi.single j 1)) f)
      (-(eval (y - (a + t • Pi.single j 1)) (pderiv j f))) t := by
  induction f using MvPolynomial.induction_on
  next r =>
    simp only [eval_C, pderiv_C, map_zero, neg_zero]
    exact hasDerivAt_const t r
  next p r hp hr =>
    simp only [map_add]
    exact (hp.fun_add hr).congr_deriv (by ring)
  next p k hp =>
    have hX : ∀ z : Fin n → ℝ,
        eval z (pderiv j (X k)) = (Pi.single j 1 : Fin n → ℝ) k := by
      intro z
      by_cases h : k = j
      · subst h
        simp
      · rw [pderiv_X_of_ne h, Pi.single_eq_of_ne h, map_zero]
    have hk : HasDerivAt (fun t : ℝ => y k - (a k + t * (Pi.single j 1 : Fin n → ℝ) k))
        (-((Pi.single j 1 : Fin n → ℝ) k)) t :=
      ((((hasDerivAt_id' t).mul_const ((Pi.single j 1 : Fin n → ℝ) k)).const_add
        (a k)).const_sub (y k)).congr_deriv (by ring)
    simp only [map_mul, eval_X, pderiv_mul, map_add, hX, Pi.sub_apply, Pi.add_apply,
      Pi.smul_apply, smul_eq_mul]
    exact (hp.fun_mul hk).congr_deriv (by ring)

/-- In dimension `n > 0`, all moments of degree at most `L` are independent of the origin exactly
when all moments of degree below `L` vanish. -/
theorem origin_independent_iff (hn : 0 < n) (q : ι → ℝ) (x : ι → Fin n → ℝ)
    (a : Fin n → ℝ) (L : ℕ) :
    (∀ (c : Fin n → ℝ) (f : MvPolynomial (Fin n) ℝ), f.totalDegree ≤ L →
      moment q x c f = moment q x a f) ↔ VanishBelow q x a L := by
  refine ⟨fun h g hg => ?_, fun h c f hf => moment_origin_independent h c f hf⟩
  rw [moment_eq_sum]
  refine Finset.sum_eq_zero fun s hs => ?_
  have hsL : (s.sum fun _ e => e) < L := (le_totalDegree hs).trans_lt hg
  let j : Fin n := ⟨0, hn⟩
  have hc : (s j : ℝ) + 1 ≠ 0 := by positivity
  -- an antiderivative of the monomial in direction `j`
  obtain ⟨F, hF⟩ : ∃ F : MvPolynomial (Fin n) ℝ,
      F = monomial (s + Finsupp.single j 1) ((s j : ℝ) + 1)⁻¹ := ⟨_, rfl⟩
  have hdeg : F.totalDegree ≤ L := by
    rw [hF, totalDegree_monomial _ (inv_ne_zero hc),
      Finsupp.sum_add_index' (fun _ => rfl) (fun _ _ _ => rfl), Finsupp.sum_single_index rfl]
    exact hsL
  have hcoef : ((s j : ℝ) + 1)⁻¹ *
      (((s + Finsupp.single j 1 : Fin n →₀ ℕ) j : ℕ) : ℝ) = 1 := by
    rw [Finsupp.add_apply, Finsupp.single_eq_same]
    push_cast
    exact inv_mul_cancel₀ hc
  have hpd : pderiv j F = monomial s 1 := by
    rw [hF, pderiv_monomial, add_tsub_cancel_right, hcoef]
  -- its moment is constant along the displacement, so the derivative is zero
  have hd : HasDerivAt (fun t : ℝ => moment q x (a + t • Pi.single j 1) F)
      (∑ i, q i * -(eval (x i - (a + (0 : ℝ) • Pi.single j 1)) (pderiv j F))) 0 :=
    HasDerivAt.fun_sum fun i _ => (hasDerivAt_eval (x i) a j F 0).const_mul (q i)
  have hfun : (fun t : ℝ => moment q x (a + t • Pi.single j 1) F) =
      fun _ => moment q x a F := funext fun t => h _ F hdeg
  rw [hfun, hpd] at hd
  have h0 := hd.unique (hasDerivAt_const (0 : ℝ) (moment q x a F))
  simp only [zero_smul, add_zero, mul_neg, Finset.sum_neg_distrib, neg_eq_zero] at h0
  have h1 : moment q x a (monomial s 1) = 0 := h0
  rw [h1, mul_zero]

end

end MultipoleOrigin
```

```lean
#print axioms MultipoleOrigin.vanishBelow_iff
#print axioms MultipoleOrigin.origin_independent_iff
```

```
'MultipoleOrigin.vanishBelow_iff' depends on axioms: [propext, Classical.choice, Quot.sound]
'MultipoleOrigin.origin_independent_iff' depends on axioms: [propext, Classical.choice, Quot.sound]
```

## Reading the theorems, their proofs and their range

In the code, `ι` labels the charges, `q i` is a real charge of either sign, and `x i : Fin n → ℝ` is its position. Several charges may share a point. Coordinates are numbered from 0. The type `MvPolynomial (Fin n) ℝ` holds the polynomials, `eval (x i - c) f` evaluates one at a displaced position, and `VanishBelow q x a L` is the condition on the lower moments about `a`.

`moment_origin_independent` states the equality for every `c` and every `f` with `f.totalDegree ≤ L`. `vanishBelow_iff` says that the condition holds about `a` exactly when it holds about `c`. `origin_independent_iff` combines the first result with its converse, under the hypothesis `0 < n`.

The proofs take the same route as the derivation:

- `moment_mul_X` is equation (1), checked charge by charge with `ring`.
- `moment_monomial_shift` is the induction. It keeps `q` universally quantified so that the induction hypothesis `ih` can be applied to the reweighted charges. There `hq'` supplies their vanishing moments, `hlow` removes the correction, and `omega` does the degree counting.
- `moment_eq_sum` is the expansion in monomials, which carries the result to all polynomials.
- `hasDerivAt_eval` proves the chain rule by building a polynomial from constants, sums and multiplication by a coordinate.
- In `origin_independent_iff`, `F` is the antiderivative along coordinate 0. The constant moment has derivative zero, and uniqueness of the derivative (`hd.unique`) equates this with minus the monomial moment.

One neutral pair shows that both degree bounds are sharp at low order. On a line, put $+1$ at $1$ and $-1$ at $0$. The second moment about $c$ is $(1-c)^2-c^2=1-2c$, which depends on $c$. Neutrality alone is thus insufficient for $L=2$, and with $L=1$ the conclusion does not extend to degree $L+1$.

The converse needs a direction in which to move the origin. For $n=0$ there is only one origin, so a single unit charge has origin-independent moments although its total charge is not zero.

The condition concerns all Cartesian moments, whereas textbooks often define the lowest nonvanishing multipole through traceless components. Traceless components are polynomials, so the conclusion applies to them, but for $L\ge3$ the hypothesis also requires trace moments such as $\sum_i q_i|x_i-a|^2$ to vanish.

The step left to the user is the passage from a continuous electron density to a finite sum. Moments obtained from analytic Gaussian integrals are integrals over all space, and the theorems do not treat them. The equalities are between real numbers, so in floating-point arithmetic rounding can leave a small dependence on the origin.
